# The Lorentzian average of a bounded continuous density of states tends to its value at the centre as the width shrinks to zero

Broaden a density of states `ρ` with a Lorentzian of unit area, centred at energy `x` and of half-width `η`. The theorem says that the integral of ρ(e) · (η/π)/((x − e)² + η²) over all real e tends to ρ(x) as η falls to zero through positive values. Here `ρ` is any continuous real function with |ρ(e)| ≤ C for every e; it need be neither non-negative nor normalised. The proof substitutes e = x − ηt, which turns the weight into the fixed function 1/(π(1 + t²)), and then takes the limit under the integral by dominated convergence.

In Lean, a first try:

```lean
import Mathlib

open MeasureTheory Filter Set
open scoped Topology Real

namespace LuttingerPinning

/-- A Lorentzian average of a bounded continuous density of states tends to its value at the
centre as the width decreases to zero. -/
theorem lorentzian_limit {ρ : ℝ → ℝ} (hc : Continuous ρ) {C : ℝ} (hb : ∀ e, |ρ e| ≤ C)
    (x : ℝ) :
    Tendsto (fun η : ℝ => ∫ e, ρ e * ((η / π) / ((x - e) ^ 2 + η ^ 2)))
      (𝓝[>] 0) (𝓝 (ρ x)) := by
  -- the substitution e = x - η t
  have resc : ∀ (F : ℝ → ℝ) (η : ℝ), 0 < η → ∫ e, F e = ∫ t, η * F (x - η * t) := by
    intro F η hη
    have h1 : ∫ t, F (x - η * t) = |η⁻¹| * ∫ u, F (x - u) :=
      Measure.integral_comp_mul_left (fun u => F (x - u)) η
    have h2 : ∫ u, F (x - u) = ∫ e, F e := integral_sub_left_eq_self F volume x
    rw [integral_const_mul, h1, h2, abs_of_pos (inv_pos.2 hη), ← mul_assoc,
      mul_inv_cancel₀ hη.ne', one_mul]
  -- dominated convergence under the fixed Lorentzian weight
  have key : Tendsto (fun η : ℝ => ∫ t : ℝ, ρ (x - η * t) * (π⁻¹ * (1 + t ^ 2)⁻¹))
      (𝓝[>] 0) (𝓝 (∫ t : ℝ, ρ x * (π⁻¹ * (1 + t ^ 2)⁻¹))) := by
    refine tendsto_integral_filter_of_dominated_convergence
      (fun t : ℝ => C * (π⁻¹ * (1 + t ^ 2)⁻¹)) ?_ ?_ ?_ ?_
    · refine Eventually.of_forall fun η => Continuous.aestronglyMeasurable ?_
      have hk : Continuous fun t : ℝ => (1 + t ^ 2)⁻¹ :=
        Continuous.inv₀ (by fun_prop) (fun t => by positivity)
      have hr : Continuous fun t : ℝ => ρ (x - η * t) := by fun_prop
      exact hr.mul (continuous_const.mul hk)
    · refine Eventually.of_forall fun η => Eventually.of_forall fun t => ?_
      have hw : 0 ≤ π⁻¹ * (1 + t ^ 2)⁻¹ := by positivity
      rw [Real.norm_eq_abs, abs_mul, abs_of_nonneg hw]
      exact mul_le_mul_of_nonneg_right (hb _) hw
    · exact (integrable_inv_one_add_sq.const_mul _).const_mul _
    · refine Eventually.of_forall fun t => ?_
      have hr : Continuous fun η : ℝ => ρ (x - η * t) := by fun_prop
      have h := (hr.mul (continuous_const (y := π⁻¹ * (1 + t ^ 2)⁻¹))).tendsto 0
      simp only [zero_mul, sub_zero] at h
      exact h.mono_left nhdsWithin_le_nhds
  have hval : ∫ t : ℝ, ρ x * (π⁻¹ * (1 + t ^ 2)⁻¹) = ρ x := by
    rw [integral_const_mul, integral_const_mul, integral_univ_inv_one_add_sq,
      inv_mul_cancel₀ Real.pi_ne_zero, mul_one]
  rw [hval] at key
  refine key.congr' ?_
  filter_upwards [self_mem_nhdsWithin] with η hη
  have hη' : 0 < η := hη
  refine Eq.trans ?_ (resc (fun e => ρ e * ((η / π) / ((x - e) ^ 2 + η ^ 2))) η hη').symm
  refine integral_congr_ae (Eventually.of_forall fun t => ?_)
  have hd : (x - (x - η * t)) ^ 2 + η ^ 2 = η ^ 2 * (1 + t ^ 2) := by ring
  have ht : 1 + t ^ 2 ≠ 0 := by positivity
  dsimp only
  rw [hd]
  field_simp

end LuttingerPinning
```

The compiler's answer:

```
Main.lean:40:6: error: `simp` made no progress
```

After these edits no error is left:

```diff
@@ -37,5 +37,8 @@
     · refine Eventually.of_forall fun t => ?_
       have hr : Continuous fun η : ℝ => ρ (x - η * t) := by fun_prop
-      have h := (hr.mul (continuous_const (y := π⁻¹ * (1 + t ^ 2)⁻¹))).tendsto 0
+      have hp : Continuous fun η : ℝ => ρ (x - η * t) * (π⁻¹ * (1 + t ^ 2)⁻¹) :=
+        hr.mul continuous_const
+      have h : Tendsto (fun η : ℝ => ρ (x - η * t) * (π⁻¹ * (1 + t ^ 2)⁻¹)) (𝓝 0)
+          (𝓝 (ρ (x - 0 * t) * (π⁻¹ * (1 + t ^ 2)⁻¹))) := hp.tendsto 0
       simp only [zero_mul, sub_zero] at h
       exact h.mono_left nhdsWithin_le_nhds
```

Cause. The one error is at the `simp only` in the last part of the dominated convergence step, where the integrand must be shown to converge for each fixed `t`. That call was meant to turn `ρ (x - 0 * t)` into `ρ x`, but it found nothing to rewrite. The term `hr.mul …` gives continuity of a pointwise product of two functions, so the limit in `h` was that product, as a single function, applied to `0`. The expression `0 * t` appears only once the product is evaluated, and neither `zero_mul` nor `sub_zero` does that.

The repair first states the continuity as `hp`, for the function written out as `fun η => ρ (x - η * t) * …`. Lean accepts `hr.mul continuous_const` as its proof because the two forms are equal by definition. The type now given to `h` displays the limit with `0 * t` in it, so `simp only` can reduce `x - 0 * t` to `x`. The mathematical argument is unchanged.
